# Coupling a finite system to N channels lowers the degeneracy of a level by at most N

A finite-dimensional system with Hamiltonian matrix `H0` is coupled to N channels, the columns of `B`, with a matrix `D` of coupling strengths, so that its Hamiltonian becomes H0 + B D B*. The theorem `degeneracy_le` says that, for any complex number E, the dimension of the space of solutions of H0 v = E v is at most that of the corresponding space for the new Hamiltonian, plus N. Neither `H0` nor `D` is assumed Hermitian, and degeneracy here means the dimension of the eigenspace. The attempt applies B* to the old eigenspace: the vectors it sends to zero remain eigenvectors with the same E, and the rank-nullity theorem bounds the dimension of the rest by N. For this it needs the map `g`, which carries those decoupled vectors into the new eigenspace, to be injective.

As first written in Lean, the proof fails:

```lean
import Mathlib

open Matrix

namespace DegeneracyLe

noncomputable section

variable {n m : Type*} [Fintype n] [DecidableEq n] [Fintype m] [DecidableEq m]

/-- The Hamiltonian `H0 + B D B*`: the columns of `B` are the coupling channels and `D` is the
matrix of coupling strengths. -/
def pointHamiltonian (H0 : Matrix n n ℂ) (B : Matrix n m ℂ) (D : Matrix m m ℂ) :
    Matrix n n ℂ :=
  H0 + B * D * Bᴴ

/-- The space of vectors `v` with `(H - z) v = 0`. -/
def eigenspace (H : Matrix n n ℂ) (z : ℂ) : Submodule ℂ (n → ℂ) :=
  LinearMap.ker (H - z • (1 : Matrix n n ℂ)).mulVecLin

/-- A vector lies in the eigenspace exactly when it solves the stationary Schrödinger equation
`H v = z v`. -/
theorem mem_eigenspace (H : Matrix n n ℂ) (z : ℂ) (v : n → ℂ) :
    v ∈ eigenspace H z ↔ H *ᵥ v = z • v := by
  rw [eigenspace, LinearMap.mem_ker, Matrix.mulVecLin_apply, Matrix.sub_mulVec,
    Matrix.smul_mulVec, Matrix.one_mulVec, sub_eq_zero]

variable {H0 : Matrix n n ℂ} {B : Matrix n m ℂ} {D : Matrix m m ℂ} {z : ℂ}

omit [DecidableEq n] [DecidableEq m] in
/-- An eigenvector of `H0` with `B* v = 0` is an eigenvector of `H0 + B D B*` with the same
eigenvalue. -/
theorem decoupled_state {E : ℂ} {v : n → ℂ} (hv : H0 *ᵥ v = E • v) (hB : Bᴴ *ᵥ v = 0) :
    pointHamiltonian H0 B D *ᵥ v = E • v := by
  rw [pointHamiltonian, Matrix.add_mulVec, ← Matrix.mulVec_mulVec, hB, Matrix.mulVec_zero,
    add_zero, hv]

omit [DecidableEq m] in
/-- Coupling to `N` channels lowers the degeneracy of any level `E` of `H0` by at most `N`. -/
theorem degeneracy_le (H0 : Matrix n n ℂ) (B : Matrix n m ℂ) (D : Matrix m m ℂ) (E : ℂ) :
    Module.finrank ℂ (eigenspace H0 E) ≤
      Module.finrank ℂ (eigenspace (pointHamiltonian H0 B D) E) + Fintype.card m := by
  let f : eigenspace H0 E →ₗ[ℂ] (m → ℂ) := Bᴴ.mulVecLin.comp (eigenspace H0 E).subtype
  -- the decoupled states embed into the new eigenspace
  let g : LinearMap.ker f →ₗ[ℂ] eigenspace (pointHamiltonian H0 B D) E :=
    ((eigenspace H0 E).subtype.comp (LinearMap.ker f).subtype).codRestrict _ (fun v =>
      (mem_eigenspace _ _ _).2 (decoupled_state ((mem_eigenspace _ _ _).1 v.1.2) v.2))
  have hg : Function.Injective g := fun a b h =>
    Subtype.ext (Subtype.ext (congrArg Subtype.val h))
  have h1 := LinearMap.finrank_le_finrank_of_injective hg
  have h2 := LinearMap.finrank_range_add_finrank_ker f
  have h3 := Submodule.finrank_le (LinearMap.range f)
  rw [Module.finrank_fintype_fun_eq_card] at h3
  omega

end

end DegeneracyLe
```

Lean reports:

```
Main.lean:49:51: error: Application type mismatch: The argument
  h
has type
  g a = g b
but is expected to have type
  ↑a = ↑b
in the application
  congrArg Subtype.val h
```

Cause. The error is in the proof that `g` is injective. After two uses of `Subtype.ext`, what remains is to show that `a` and `b` are equal as plain vectors, `↑↑a = ↑↑b`. Each side is already `Subtype.val` of something, namely of `↑a` and `↑b` in the old eigenspace. Lean therefore matched `congrArg Subtype.val` with the goal on those terms and expected a proof of `↑a = ↑b`. But `h` says `g a = g b`, an equality in the new eigenspace, hence the mismatch.

The repair first states the equality of the underlying vectors, `(g a).1 = (g b).1`, as `hv`, and proves it by rewriting with `h`. The type of `hv` is now fixed before it meets the goal. Since `g` leaves the underlying vector unchanged, Lean can unfold its definition and accept `hv` as the equality required. The change from `fun a b h =>` to `by` and `intro` only makes room for this step in tactic style.

As a diff, the version that Lean accepts:

```diff
@@ -46,6 +46,8 @@
     ((eigenspace H0 E).subtype.comp (LinearMap.ker f).subtype).codRestrict _ (fun v =>
       (mem_eigenspace _ _ _).2 (decoupled_state ((mem_eigenspace _ _ _).1 v.1.2) v.2))
-  have hg : Function.Injective g := fun a b h =>
-    Subtype.ext (Subtype.ext (congrArg Subtype.val h))
+  have hg : Function.Injective g := by
+    intro a b h
+    have hv : (g a).1 = (g b).1 := by rw [h]
+    exact Subtype.ext (Subtype.ext hv)
   have h1 := LinearMap.finrank_le_finrank_of_injective hg
   have h2 := LinearMap.finrank_range_add_finrank_ker f
```
